# An irreducible representation of dimension d has a symmetry block of size Nd/|G| when a finite group G freely permutes N basis functions

**Q:** You call \(m\) the size of a symmetry block. Is it simply defined as the dimension you then compute?

**A:** No. Let \(X\) be the set of basis functions, \(\mathbb C[X]\) their span, and \(\rho\) the representation on \(V\), with \(\dim V=d\). Then \(m\) counts the copies of \(V\) in an explicit symmetry-respecting splitting
\[
e:\mathbb C[X]\cong V^m\oplus W ,
\]
where \(W\) has no nonzero intertwiner to \(V\). `IsBlockSplitting` says this. The splitting is a hypothesis; its existence is not derived.

**Q:** And the symmetry itself?

**A:** `ActsFreely` says that only the identity fixes any basis function. This suits s orbitals on atoms in general positions, but not an orbital on a mirror plane or one that picks up a sign. `Representation ℂ G V` need not be unitary, and no overlap matrix enters. `equivariantMaps` holds the maps with \(f(gx)=\rho(g)f(x)\).

In Lean 4 with Mathlib:

```lean
import Mathlib

open Module

namespace FreeOrbitSymmetryBlocks

noncomputable section

variable {G X V W U : Type*} [Group G] [MulAction G X]
  [AddCommGroup V] [Module ℂ V] [AddCommGroup W] [Module ℂ W] [AddCommGroup U] [Module ℂ U]

/-- The action is free: only the identity leaves any basis function in place. -/
def ActsFreely (G X : Type*) [Group G] [MulAction G X] : Prop :=
  ∀ (g : G) (x : X), g • x = x → g = 1

/-- The set of orbits of symmetry-related basis functions. -/
abbrev Orbits (G X : Type*) [Group G] [MulAction G X] := Quotient (MulAction.orbitRel G X)

/-- The basis function reached from the representative of an orbit by a group element. -/
def orbitPoint (p : G × Orbits G X) : X := p.1 • Quotient.out p.2

/-- The space of maps `f : X → V` with `f (g x) = ρ(g) f(x)`. -/
def equivariantMaps (X : Type*) [MulAction G X] (ρ : Representation ℂ G V) :
    Submodule ℂ (X → V) where
  carrier := {f | ∀ (g : G) (x : X), f (g • x) = ρ g (f x)}
  add_mem' hf hk g x := by simp [hf g x, hk g x]
  zero_mem' g x := by simp
  smul_mem' c f hf g x := by simp [hf g x]

/-- The space of linear maps that commute with the symmetry operations. -/
def intertwiners (τ : Representation ℂ G U) (ρ : Representation ℂ G V) :
    Submodule ℂ (U →ₗ[ℂ] V) where
  carrier := {T | ∀ (g : G) (u : U), T (τ g u) = ρ g (T u)}
  add_mem' hS hT g u := by simp [hS g u, hT g u]
  zero_mem' g u := by simp
  smul_mem' c T hT g u := by simp [hT g u]

/-- A representation is irreducible: it is nonzero and has no proper nonzero invariant subspace. -/
def IsIrrep (ρ : Representation ℂ G V) : Prop :=
  Nontrivial V ∧ ∀ S : Submodule ℂ V, (∀ g, ∀ v ∈ S, ρ g v ∈ S) → S = ⊥ ∨ S = ⊤

/-- The map `e` splits `τ` equivariantly into `m` copies of `ρ` and a remainder `σ` that has no
nonzero intertwiner to `ρ`. For an irreducible `ρ` of finite dimension, `m` is the size of its
symmetry block. -/
def IsBlockSplitting {m : ℕ} (τ : Representation ℂ G U) (ρ : Representation ℂ G V)
    (σ : Representation ℂ G W) (e : U ≃ₗ[ℂ] (Fin m → V) × W) : Prop :=
  (∀ g u, e (τ g u) = (fun i => ρ g ((e u).1 i), σ g (e u).2)) ∧
    ∀ T ∈ intertwiners σ ρ, T = 0
```

**Q:** Why should freeness fix a dimension?

**A:** Choose a representative \(r_\omega\) in each orbit \(\omega\). Every \(x\) is some \(g r_\omega\). If \(g r_\omega=k r_{\omega'}\), the orbits agree, so \(k^{-1}g\) fixes \(r_\omega\) and \(g=k\). With \(n\) orbits, \(N=|G|\,n\).

Since \(f(g r_\omega)=\rho(g)f(r_\omega)\), the values on representatives determine \(f\). The lemmas below establish the labelling and this injectivity.

```lean
/-- The values of an equivariant map on the orbit representatives. -/
def onRepresentatives (ρ : Representation ℂ G V) :
    equivariantMaps X ρ →ₗ[ℂ] (Orbits G X → V) where
  toFun f ω := f.1 (Quotient.out ω)
  map_add' _ _ := rfl
  map_smul' _ _ := rfl

/-- Every basis function is a symmetry image of an orbit representative. -/
theorem orbitPoint_surjective : Function.Surjective (orbitPoint (G := G) (X := X)) := by
  intro x
  obtain ⟨g, hg⟩ := MulAction.orbitRel_apply.mp
    (Quotient.mk_out (s := MulAction.orbitRel G X) x)
  refine ⟨(g⁻¹, Quotient.mk _ x), ?_⟩
  exact inv_smul_eq_iff.mpr hg.symm

/-- For a free action, each basis function has a unique label by a group element and an orbit. -/
theorem orbitPoint_bijective (h : ActsFreely G X) :
    Function.Bijective (orbitPoint (G := G) (X := X)) := by
  refine ⟨?_, orbitPoint_surjective⟩
  rintro ⟨g, a⟩ ⟨k, b⟩ hab
  change g • Quotient.out a = k • Quotient.out b at hab
  have hr : (MulAction.orbitRel G X) (Quotient.out a) (Quotient.out b) :=
    MulAction.orbitRel_apply.mpr ⟨g⁻¹ * k, by
      change (g⁻¹ * k) • Quotient.out b = Quotient.out a
      rw [mul_smul, ← hab, inv_smul_smul]⟩
  have hω : a = b := by
    rw [← Quotient.out_eq a, ← Quotient.out_eq b]
    exact Quotient.sound hr
  subst hω
  have hk : k⁻¹ * g = 1 := h _ (Quotient.out a) (by rw [mul_smul, hab, inv_smul_smul])
  rw [inv_mul_eq_one.mp hk]

/-- An equivariant map is determined by its values on the orbit representatives. -/
theorem onRepresentatives_injective (ρ : Representation ℂ G V) :
    Function.Injective (onRepresentatives (X := X) ρ) := by
  intro f k hfk
  apply Subtype.ext
  funext x
  obtain ⟨⟨g, ω⟩, rfl⟩ := orbitPoint_surjective (G := G) x
  have hω : f.1 (Quotient.out ω) = k.1 (Quotient.out ω) := congrFun hfk ω
  change f.1 (g • Quotient.out ω) = k.1 (g • Quotient.out ω)
  rw [f.2 g, k.2 g, hω]
```

**Q:** Can those values be chosen at will?

**A:** Yes. Given vectors \(v_\omega\), set \(f(g r_\omega)=\rho(g)v_\omega\), which is unambiguous because the labels are unique. Then \(f(hg r_\omega)=\rho(h)\rho(g)v_\omega=\rho(h)f(g r_\omega)\). Hence the dimension is \(nd=Nd/|G|\). In the proof, `hsurj` builds this map, and `h1` and `h2` count. The equation is stated in ℚ, so the division is not rounded.

```lean
/-- For a free action of a finite group on `N` basis functions and a representation of finite
dimension `d`, the space of equivariant maps has dimension `N d / |G|`. -/
theorem finrank_equivariantMaps [Finite G] [Finite X] [FiniteDimensional ℂ V]
    (h : ActsFreely G X) (ρ : Representation ℂ G V) :
    (finrank ℂ (equivariantMaps X ρ) : ℚ) = Nat.card X * finrank ℂ V / Nat.card G := by
  obtain ⟨e, he⟩ : ∃ e : G × Orbits G X ≃ X, ∀ p, e p = orbitPoint p :=
    ⟨Equiv.ofBijective _ (orbitPoint_bijective h), fun _ => rfl⟩
  have hs : ∀ g p, e.symm (g • e p) = (g * p.1, p.2) := fun g p => by
    rw [Equiv.symm_apply_eq, he, he]
    exact (mul_smul _ _ _).symm
  -- values on representatives can be prescribed freely
  have hsurj : Function.Surjective (onRepresentatives (X := X) ρ) := by
    intro v
    refine ⟨⟨fun x => ρ (e.symm x).1 (v (e.symm x).2), fun g x => ?_⟩, ?_⟩
    · obtain ⟨p, rfl⟩ := e.surjective x
      simp only [hs, e.symm_apply_apply, map_mul, Module.End.mul_apply]
    · funext ω
      have hω : e.symm (Quotient.out ω) = (1, ω) := by
        rw [Equiv.symm_apply_eq, he]
        exact (one_smul _ _).symm
      change ρ (e.symm (Quotient.out ω)).1 (v (e.symm (Quotient.out ω)).2) = v ω
      simp [hω]
  have := Fintype.ofFinite (Orbits G X)
  have h1 : finrank ℂ (equivariantMaps X ρ) = Nat.card (Orbits G X) * finrank ℂ V := by
    rw [(LinearEquiv.ofBijective _ ⟨onRepresentatives_injective ρ, hsurj⟩).finrank_eq,
      Module.finrank_pi_fintype]
    simp
  have h2 : Nat.card G * Nat.card (Orbits G X) = Nat.card X := by
    rw [← Nat.card_prod]
    exact Nat.card_congr e
  have h3 : (Nat.card G : ℚ) ≠ 0 := by exact_mod_cast Nat.card_pos.ne'
  rw [h1, eq_div_iff h3, ← h2]
  push_cast
  ring
```

**Q:** What if an orbital sits on the symmetry element?

**A:** Take one orbital fixed by a two-element group, with \(V\) trivial. The formula gives \(1/2\), but the dimension is 1.

Conversely, maps to the trivial representation are constant on orbits, so their dimension is always \(n\). If \(n=N/|G|\), the surjection \((g,\omega)\mapsto g r_\omega\) joins finite sets of equal size and is injective. If \(g\) fixes \(k r_\omega\), then \(gk=k\), so \(g=1\).

```lean
/-- Converse: if a finite group acts on a finite set of `N` basis functions and the equivariant
maps to the trivial representation have dimension `N / |G|`, then the action is free. -/
theorem actsFreely_of_finrank [Finite G] [Finite X]
    (h : (finrank ℂ (equivariantMaps X (Representation.trivial ℂ G ℂ)) : ℚ)
      = Nat.card X / Nat.card G) : ActsFreely G X := by
  have hsurj : Function.Surjective
      (onRepresentatives (X := X) (Representation.trivial ℂ G ℂ)) := by
    intro v
    refine ⟨⟨fun x => v (Quotient.mk _ x), fun g x => ?_⟩, ?_⟩
    · exact congrArg v (Quotient.sound (MulAction.orbitRel_apply.mpr ⟨g, rfl⟩))
    · funext ω
      exact congrArg v (Quotient.out_eq ω)
  have := Fintype.ofFinite (Orbits G X)
  have h1 : finrank ℂ (equivariantMaps X (Representation.trivial ℂ G ℂ))
      = Nat.card (Orbits G X) := by
    rw [(LinearEquiv.ofBijective _ ⟨onRepresentatives_injective _, hsurj⟩).finrank_eq]
    simp
  have h3 : (Nat.card G : ℚ) ≠ 0 := by exact_mod_cast Nat.card_pos.ne'
  rw [h1, eq_div_iff h3] at h
  have h2 : Nat.card (G × Orbits G X) = Nat.card X := by
    rw [Nat.card_prod, mul_comm]
    exact_mod_cast h
  -- a surjection between finite sets of equal size is injective
  have hb := (Nat.bijective_iff_surjective_and_card (orbitPoint (G := G) (X := X))).mpr
    ⟨orbitPoint_surjective, h2⟩
  intro g x hx
  obtain ⟨⟨k, ω⟩, rfl⟩ := orbitPoint_surjective (G := G) x
  have hp : orbitPoint (g * k, ω) = orbitPoint (k, ω) := (mul_smul _ _ _).trans hx
  exact mul_eq_right.mp (congrArg Prod.fst (hb.1 hp))
```

**Q:** How do you get from maps on \(X\) to blocks of \(\mathbb C[X]\)?

**A:** Extend linearly: \(T(\sum_x c_x x)=\sum_x c_x f(x)\). This intertwines exactly when \(f\) is equivariant. `basisValues` is the resulting isomorphism, checked on single basis functions.

```lean
/-- The permutation representation on the span of the basis functions. -/
def permRep (G X : Type*) [Group G] [MulAction G X] : Representation ℂ G (X →₀ ℂ) where
  toFun g := Finsupp.lmapDomain ℂ ℂ (fun x => g • x)
  map_one' := Finsupp.lhom_ext fun x c => by simp
  map_mul' g k := Finsupp.lhom_ext fun x c => by simp [mul_smul]

/-- A symmetry operation moves a basis function to its image and keeps its coefficient. -/
theorem permRep_single (g : G) (x : X) (c : ℂ) :
    permRep G X g (Finsupp.single x c) = Finsupp.single (g • x) c :=
  Finsupp.mapDomain_single

/-- Intertwiners from the span of the basis functions to `V` correspond to equivariant maps,
by evaluation on the basis functions. -/
def basisValues (ρ : Representation ℂ G V) :
    intertwiners (permRep G X) ρ ≃ₗ[ℂ] equivariantMaps X ρ where
  toFun T := ⟨fun x => T.1 (Finsupp.single x 1), fun g x => by
    rw [← T.2 g, permRep_single]⟩
  map_add' _ _ := rfl
  map_smul' _ _ := rfl
  invFun f := ⟨Finsupp.linearCombination ℂ f.1, fun g w => by
    refine Finsupp.induction_linear w (by simp) (fun a b ha hb => ?_) (fun x c => ?_)
    · simp only [map_add, ha, hb]
    · rw [permRep_single, Finsupp.linearCombination_single,
        Finsupp.linearCombination_single, f.2 g x, map_smul]⟩
  left_inv T := Subtype.ext (Finsupp.lhom_ext fun x c => by
    change Finsupp.linearCombination ℂ (fun x => T.1 (Finsupp.single x 1)) _ = _
    rw [Finsupp.linearCombination_single, ← map_smul, Finsupp.smul_single, smul_eq_mul, mul_one])
  right_inv f := Subtype.ext (funext fun x => by
    change Finsupp.linearCombination ℂ f.1 (Finsupp.single x 1) = f.1 x
    rw [Finsupp.linearCombination_single, one_smul])
```

**Q:** Where does irreducibility enter?

**A:** Through Schur's lemma. An operator \(T\) on \(V\) commuting with \(\rho\) has an eigenvalue \(c\). If \(Tu=cu\), then \(T\rho(g)u=c\rho(g)u\), so the eigenspace is invariant and nonzero, hence all of \(V\).

Now let \(T:\mathbb C[X]\to V\) intertwine. It acts as a scalar \(c_i\) on copy \(i\) and vanishes on \(W\), so \(T=\sum_i c_i p_i\), with \(p_i\) the projection to copy \(i\) (`hspan`). Testing on a nonzero vector in copy \(j\) shows that the \(p_i\) are independent (`hli`). The dimension is therefore \(m\).

```lean
/-- Schur's lemma: an operator that commutes with a finite-dimensional irreducible complex
representation is a scalar. -/
theorem schur_scalar [FiniteDimensional ℂ V] {ρ : Representation ℂ G V} (hρ : IsIrrep ρ)
    {T : V →ₗ[ℂ] V} (hT : T ∈ intertwiners ρ ρ) : ∃ c : ℂ, ∀ v, T v = c • v := by
  have := hρ.1
  obtain ⟨c, hc⟩ := Module.End.exists_eigenvalue T
  obtain ⟨v, hv⟩ := hc.exists_hasEigenvector
  refine ⟨c, fun w => ?_⟩
  -- the eigenspace is invariant and nonzero, hence everything
  rcases hρ.2 (Module.End.eigenspace T c) (fun g u hu => by
    rw [Module.End.mem_eigenspace_iff] at hu ⊢
    rw [hT g u, hu, map_smul]) with h | h
  · have hv0 : v ∈ Module.End.eigenspace T c := hv.1
    rw [h] at hv0
    exact absurd ((Submodule.mem_bot ℂ).mp hv0) hv.2
  · exact Module.End.mem_eigenspace_iff.mp (h ▸ Submodule.mem_top)

/-- If a representation splits into `m` copies of a finite-dimensional irreducible `ρ` and a
remainder without nonzero intertwiners to `ρ`, its intertwiners to `ρ` have dimension `m`. -/
theorem finrank_intertwiners [FiniteDimensional ℂ V] {m : ℕ} {τ : Representation ℂ G U}
    {ρ : Representation ℂ G V} {σ : Representation ℂ G W} {e : U ≃ₗ[ℂ] (Fin m → V) × W}
    (hρ : IsIrrep ρ) (he : IsBlockSplitting τ ρ σ e) :
    finrank ℂ (intertwiners τ ρ) = m := by
  obtain ⟨p, hp⟩ : ∃ p : Fin m → (U →ₗ[ℂ] V), ∀ i u, p i u = (e u).1 i :=
    ⟨fun i => LinearMap.proj i ∘ₗ LinearMap.fst ℂ _ _ ∘ₗ e.toLinearMap, fun _ _ => rfl⟩
  have hes : ∀ g y, e.symm (fun i => ρ g (y.1 i), σ g y.2) = τ g (e.symm y) := fun g y => by
    rw [LinearEquiv.symm_apply_eq, he.1, e.apply_symm_apply]
  -- the projections on the copies are independent
  have hli : LinearIndependent ℂ p := by
    rw [Fintype.linearIndependent_iff]
    intro c hc j
    have := hρ.1
    obtain ⟨v, hv⟩ := exists_ne (0 : V)
    have h := LinearMap.congr_fun hc (e.symm (Pi.single j v, 0))
    simp only [LinearMap.sum_apply, LinearMap.smul_apply, hp, e.apply_symm_apply,
      LinearMap.zero_apply] at h
    rw [Finset.sum_eq_single j (fun i _ hi => by simp [hi]) (by simp), Pi.single_eq_same] at h
    exact (smul_eq_zero.mp h).resolve_right hv
  -- and they span the intertwiners, by Schur's lemma on each copy
  have hspan : intertwiners τ ρ = Submodule.span ℂ (Set.range p) := by
    apply le_antisymm
    · intro T hT
      have hc : ∀ i, ∃ c : ℂ, ∀ v, T (e.symm (Pi.single i v, 0)) = c • v := fun i =>
        schur_scalar (T := T ∘ₗ e.symm.toLinearMap ∘ₗ LinearMap.inl ℂ _ _ ∘ₗ
          LinearMap.single ℂ (fun _ : Fin m => V) i) hρ (fun g v => by
          change T (e.symm (Pi.single i (ρ g v), 0)) = ρ g (T (e.symm (Pi.single i v, 0)))
          rw [← hT g, ← hes]
          congr 2
          refine Prod.ext (funext fun j => ?_) (map_zero (σ g)).symm
          by_cases hj : j = i
          · subst hj; simp
          · simp [hj])
      choose c hc using hc
      have hW : ∀ w, T (e.symm (0, w)) = 0 := fun w =>
        LinearMap.congr_fun (he.2 (T ∘ₗ e.symm.toLinearMap ∘ₗ LinearMap.inr ℂ _ _)
          (fun g w => by
            change T (e.symm (0, σ g w)) = ρ g (T (e.symm (0, w)))
            rw [← hT g, ← hes]
            congr 2
            exact Prod.ext (funext fun j => (map_zero (ρ g)).symm) rfl)) w
      have hsum : T = ∑ i, c i • p i := by
        ext u
        have hA : T (e.symm ((e u).1, 0)) = ∑ i, c i • (e u).1 i := by
          let A := T ∘ₗ e.symm.toLinearMap ∘ₗ LinearMap.inl ℂ (Fin m → V) W
          change A (e u).1 = _
          conv_lhs => rw [← Finset.univ_sum_single (e u).1]
          rw [map_sum]
          exact Finset.sum_congr rfl fun i _ => hc i _
        have hu : u = e.symm ((e u).1, 0) + e.symm (0, (e u).2) := by
          rw [← map_add, LinearEquiv.eq_symm_apply]
          simp
        calc T u = T (e.symm ((e u).1, 0)) + T (e.symm (0, (e u).2)) := by
              rw [← map_add, ← hu]
          _ = (∑ i, c i • p i) u := by
              rw [hA, hW, add_zero]
              simp [LinearMap.sum_apply, hp]
      rw [hsum]
      exact Submodule.sum_mem _ fun i _ =>
        Submodule.smul_mem _ _ (Submodule.subset_span ⟨i, rfl⟩)
    · rw [Submodule.span_le]
      rintro _ ⟨i, rfl⟩ g u
      rw [hp, hp, he.1]
  rw [hspan, finrank_span_eq_card hli, Fintype.card_fin]
```

**A:** Chaining the three equalities gives \(m=Nd/|G|\).

```lean
/-- Let a finite group act freely on `N` basis functions. If their span splits equivariantly into
`m` copies of an irreducible representation of finite dimension `d` and a remainder without nonzero
intertwiners to it, then the block size `m` equals `N d / |G|`. -/
theorem block_size [Finite G] [Finite X] [FiniteDimensional ℂ V] {m : ℕ}
    {ρ : Representation ℂ G V} {σ : Representation ℂ G W}
    {e : (X →₀ ℂ) ≃ₗ[ℂ] (Fin m → V) × W} (h : ActsFreely G X) (hρ : IsIrrep ρ)
    (he : IsBlockSplitting (permRep G X) ρ σ e) :
    (m : ℚ) = Nat.card X * finrank ℂ V / Nat.card G := by
  rw [← finrank_equivariantMaps h ρ, ← (basisValues ρ).finrank_eq, finrank_intertwiners hρ he]
```

**Q:** What does that buy me in electronic structure?

**A:** For a one-electron Hamiltonian on this finite span that commutes with the permutations, the levels of type \(V\) come from an \(m\times m\) matrix, each repeated \(d\) times; that step is textbook reasoning added here.

**Q:** Show me a small case.

**A:** Two orbitals, labelled \(1\) and \(-1\), are exchanged by a two-element group. `dimerSplit` sends a coefficient vector \(f\), here not an equivariant map, to \(f(1)\pm f(-1)\); for orthonormal orbitals the normalised coordinates are \((f(1)\pm f(-1))/\sqrt2\). Exchange keeps the sum and flips the difference. An intertwiner from sign to trivial obeys \(-T(w)=T(w)\), so it vanishes. All hypotheses are met, with \(m=2\cdot1/2=1\) for the even combination.

```lean
/-- The sign representation of the two-element group `{1, -1}`. -/
def signRep : Representation ℂ ℤˣ ℂ where
  toFun u := ((u : ℤ) : ℂ) • LinearMap.id
  map_one' := by ext; simp
  map_mul' u v := by ext; simp [mul_comm]

/-- Two exchanged orbitals: coefficients are sent to their sum and their difference. -/
def dimerSplit : (ℤˣ →₀ ℂ) ≃ₗ[ℂ] (Fin 1 → ℂ) × ℂ where
  toFun f := (fun _ => f 1 + f (-1), f 1 - f (-1))
  map_add' f k := by
    refine Prod.ext (funext fun _ => ?_) ?_ <;> simp <;> ring
  map_smul' c f := by
    refine Prod.ext (funext fun _ => ?_) ?_ <;> simp <;> ring
  invFun y := Finsupp.single 1 ((y.1 0 + y.2) / 2) + Finsupp.single (-1) ((y.1 0 - y.2) / 2)
  left_inv f := by
    have h : (1 : ℤˣ) ≠ -1 := by decide
    ext u
    rcases Int.units_eq_one_or u with rfl | rfl <;>
      simp [h, h.symm]
  right_inv y := by
    have h : (1 : ℤˣ) ≠ -1 := by decide
    refine Prod.ext (funext fun i => ?_) ?_
    · rw [Subsingleton.elim i 0]
      simp only [Finsupp.add_apply, Finsupp.single_apply, h, h.symm, if_true, if_false]
      ring
    · simp only [Finsupp.add_apply, Finsupp.single_apply, h, h.symm, if_true, if_false]
      ring

/-- Two orbitals exchanged by `{1, -1}` meet the hypotheses of the block-size theorem, with the
trivial representation as `ρ` and the sign representation as remainder. -/
theorem block_size_witness : ActsFreely ℤˣ ℤˣ ∧ IsIrrep (Representation.trivial ℂ ℤˣ ℂ) ∧
    IsBlockSplitting (permRep ℤˣ ℤˣ) (Representation.trivial ℂ ℤˣ ℂ) signRep dimerSplit := by
  have hs : ∀ w : ℂ, signRep (-1) w = -w := fun w => by simp [signRep]
  refine ⟨by unfold ActsFreely; decide,
    ⟨inferInstance, fun S _ => Ideal.eq_bot_or_top S⟩, fun u f => ?_, fun T hT => ?_⟩
  · rcases Int.units_eq_one_or u with rfl | rfl
    · simp
    · have hv : ∀ x : ℤˣ, permRep ℤˣ ℤˣ (-1) f ((-1 : ℤˣ) • x) = f x := fun x =>
        Finsupp.mapDomain_apply (MulAction.injective (-1 : ℤˣ)) f x
      have h1 : permRep ℤˣ ℤˣ (-1) f 1 = f (-1) := by
        rw [← hv (-1), show (-1 : ℤˣ) • (-1 : ℤˣ) = 1 by decide]
      have h2 : permRep ℤˣ ℤˣ (-1) f (-1) = f 1 := by
        rw [← hv 1, show (-1 : ℤˣ) • (1 : ℤˣ) = -1 by decide]
      refine Prod.ext (funext fun _ => ?_) ?_
      · change permRep ℤˣ ℤˣ (-1) f 1 + permRep ℤˣ ℤˣ (-1) f (-1) = f 1 + f (-1)
        rw [h1, h2, add_comm]
      · change permRep ℤˣ ℤˣ (-1) f 1 - permRep ℤˣ ℤˣ (-1) f (-1)
          = signRep (-1) (f 1 - f (-1))
        rw [h1, h2, hs, neg_sub]
  · refine LinearMap.ext fun w => ?_
    have h : T (signRep (-1) w) = T w := hT (-1) w
    rw [hs, map_neg] at h
    change T w = 0
    linear_combination (-1 / 2 : ℂ) * h

end

end FreeOrbitSymmetryBlocks
```

```lean
#print axioms FreeOrbitSymmetryBlocks.actsFreely_of_finrank
#print axioms FreeOrbitSymmetryBlocks.block_size
```

```
'FreeOrbitSymmetryBlocks.actsFreely_of_finrank' depends on axioms: [propext, Classical.choice, Quot.sound]
'FreeOrbitSymmetryBlocks.block_size' depends on axioms: [propext, Classical.choice, Quot.sound]
```
